# Fixed-step gradient descent on a purely quadratic energy diverges from any start that overlaps a Hessian eigenvector of negative eigenvalue

The theorem `descent_runs_away` concerns the energy ½ x·Ax in finitely many real variables, with symmetric Hessian `A` and no linear term, and descent by the steps x ↦ x − sAx with a fixed s > 0. If the start x has non-zero overlap with an eigenvector v of eigenvalue μ < 0, the squared length of the iterates tends to infinity. Neither v nor the iterates are normalised, and nothing constrains the length during the descent. The proof shows that each step multiplies the overlap with v by 1 − sμ, which exceeds 1, and then uses the Cauchy–Schwarz inequality: the squared length is at least the squared overlap divided by v·v.

An attempt in Lean 4 with a fault in it:

```lean
import Mathlib

open Matrix Filter Topology

namespace CoreHoleSaddle

variable {n : Type*} [Fintype n]

/-- One descent step of size `s` on a quadratic functional with Hessian `M`. -/
def descend (M : Matrix n n ℝ) (s : ℝ) (x : n → ℝ) : n → ℝ := x - s • (M *ᵥ x)

/-- A symmetric matrix can be moved from one factor of a scalar product to the other. -/
theorem dot_symm {A : Matrix n n ℝ} (hA : A.IsSymm) (x y : n → ℝ) :
    x ⬝ᵥ A *ᵥ y = (A *ᵥ x) ⬝ᵥ y := by
  rw [Matrix.dotProduct_mulVec, ← Matrix.mulVec_transpose, hA.eq]

/-- Each descent step multiplies the overlap with an eigenvector of the Hessian, of
eigenvalue `μ`, by `1 - sμ`. -/
theorem overlap_descend {M : Matrix n n ℝ} (hM : M.IsSymm) {v : n → ℝ} {μ : ℝ}
    (hv : M *ᵥ v = μ • v) (s : ℝ) (x : n → ℝ) (k : ℕ) :
    v ⬝ᵥ (descend M s)^[k] x = (1 - s * μ) ^ k * (v ⬝ᵥ x) := by
  induction k with
  | zero => simp
  | succ k ih =>
    rw [Function.iterate_succ_apply', descend, dotProduct_sub, dotProduct_smul,
      dot_symm hM, hv, smul_dotProduct, ih, smul_eq_mul, smul_eq_mul]
    ring

/-- Descent on the energy runs away to infinite distance, for every positive step size,
when the start overlaps an eigenvector of negative curvature. -/
theorem descent_runs_away {A : Matrix n n ℝ} (hA : A.IsSymm) {v : n → ℝ} {μ : ℝ}
    (hv : A *ᵥ v = μ • v) (hμ : μ < 0) {s : ℝ} (hs : 0 < s) {x : n → ℝ}
    (hx : v ⬝ᵥ x ≠ 0) :
    Tendsto (fun k => (descend A s)^[k] x ⬝ᵥ (descend A s)^[k] x) atTop atTop := by
  have cs : ∀ y : n → ℝ, (v ⬝ᵥ y) ^ 2 ≤ (v ⬝ᵥ v) * (y ⬝ᵥ y) := by
    intro y
    have h := Finset.sum_mul_sq_le_sq_mul_sq Finset.univ v y
    simpa only [dotProduct, sq] using h
  have hx2 : 0 < (v ⬝ᵥ x) ^ 2 := by positivity
  have hvv : 0 < v ⬝ᵥ v := by
    have h0 : 0 ≤ v ⬝ᵥ v := Finset.sum_nonneg fun i _ => mul_self_nonneg (v i)
    rcases h0.eq_or_lt with h | h
    · have := cs x
      rw [← h, zero_mul] at this
      linarith
    · exact h
  -- the overlap grows geometrically and bounds the length from below
  have hr : 1 < (1 - s * μ) ^ 2 := by nlinarith [mul_pos hs (neg_pos.mpr hμ)]
  have hg := (tendsto_pow_atTop_atTop_of_one_lt hr).atTop_mul_const (div_pos hx2 hvv)
  refine tendsto_atTop_mono (fun k => ?_) hg
  have h := cs ((descend A s)^[k] x)
  rw [overlap_descend hA hv] at h
  rw [← mul_div_assoc, div_le_iff₀ hvv]
  calc ((1 - s * μ) ^ 2) ^ k * (v ⬝ᵥ x) ^ 2
      = ((1 - s * μ) ^ k * (v ⬝ᵥ x)) ^ 2 := by ring
    _ ≤ _ := by linarith

end CoreHoleSaddle
```

The compiler's answer:

```
Try this:
  [apply] ring_nf
  
  The `ring` tactic failed to close the goal. Use `ring_nf` to obtain a normal form.
    
  Note that `ring` works primarily in *commutative* rings. If you have a noncommutative ring, abelian group or module, consider using `noncomm_ring`, `abel` or `module` instead.
Main.lean:55:44: error: unsolved goals
n : Type u_1
inst✝ : Fintype n
A : Matrix n n ℝ
hA : A.IsSymm
v : n → ℝ
μ : ℝ
hv : A *ᵥ v = μ • v
hμ : μ < 0
s : ℝ
hs : 0 < s
x : n → ℝ
hx : v ⬝ᵥ x ≠ 0
cs : ∀ (y : n → ℝ), (v ⬝ᵥ y) ^ 2 ≤ v ⬝ᵥ v * y ⬝ᵥ y
hx2 : 0 < (v ⬝ᵥ x) ^ 2
hvv : 0 < v ⬝ᵥ v
hr : 1 < (1 - s * μ) ^ 2
hg : Tendsto (fun x_1 => ((1 - s * μ) ^ 2) ^ x_1 * ((v ⬝ᵥ x) ^ 2 / v ⬝ᵥ v)) atTop atTop
k : ℕ
h : ((1 - s * μ) ^ k * v ⬝ᵥ x) ^ 2 ≤ v ⬝ᵥ v * (descend A s)^[k] x ⬝ᵥ (descend A s)^[k] x
⊢ (v ⬝ᵥ x) ^ 2 * (1 - s * μ * 2 + s ^ 2 * μ ^ 2) ^ k = (v ⬝ᵥ x) ^ 2 * (1 - s * μ) ^ (k * 2)
```

Cause. The error is in the first step of the final `calc`, an identity that is true but that `ring` fails to prove. The two sides hold the same power in different nestings, `((1 - s * μ) ^ 2) ^ k` on the left and `((1 - s * μ) ^ k) ^ 2` on the right. On the left `ring` multiplies out the inner square, since its exponent is a numeral, and is left with a three-term sum raised to the variable power `k`. On the right it merges the exponents into `(1 - s * μ) ^ (k * 2)`. The remaining goal shows these two forms, which `ring` does not recognise as equal. The "Try this" message only reports that `ring` failed and offers `ring_nf`.

The repair works on the exponents and never expands the square. `mul_pow` distributes the outer square on the right over the product, the two uses of `← pow_mul` turn the nested powers into exponents `2 * k` and `k * 2`, and `mul_comm 2 k` makes these the same, after which `rw` closes the goal by reflexivity.

The repair, with which the file compiles:

```diff
@@ -53,5 +53,6 @@
   rw [← mul_div_assoc, div_le_iff₀ hvv]
   calc ((1 - s * μ) ^ 2) ^ k * (v ⬝ᵥ x) ^ 2
-      = ((1 - s * μ) ^ k * (v ⬝ᵥ x)) ^ 2 := by ring
+      = ((1 - s * μ) ^ k * (v ⬝ᵥ x)) ^ 2 := by
+        rw [mul_pow, ← pow_mul, ← pow_mul, mul_comm 2 k]
     _ ≤ _ := by linarith
 
```
